# Between two fixed points of a differentiable scalar SCF map with slopes below 1 lies one with slope at least 1

Suppose a calculation has found a low-spin and a high-spin solution, and the mixing parameter is now adjusted in the hope of converging to a solution between them. If the SCF cycle is reduced to a differentiable map $g$ of one real variable, with slope below 1 at both known solutions, then some intermediate solution exists at which the linearly mixed update has slope at least 1 for every positive mixing parameter. Other intermediate solutions may behave better.

In symbols, let $p<q$, $g(p)=p$, $g(q)=q$, $g'(p)<1$ and $g'(q)<1$. Then there is a $z$ with $p<z<q$, $g(z)=z$ and $g'(z)\ge 1$, and for every $a>0$ the mixed map $(1-a)x+a\,g(x)$ has slope at least 1 at $z$.

## One real variable and linear mixing

The variable $x$ stands for a single input quantity, such as a spin polarisation, and $g(x)$ for the output of one SCF cycle. Density matrices with many components and schemes that use earlier iterates lie beyond this model. In Lean, `mix a g` is the update and `mixSlope a s` is the number $1-a+as$. The lemma `mix_hasDerivWithinAt` proves, by the sum and constant-multiple rules, that this number is the derivative of the update wherever $g$ has derivative $s$.

```lean
import Mathlib

open Set Filter Topology

namespace ScfIntermediateSolution

noncomputable section

/-- One step of linear mixing: the new input is `(1 - a) x + a g(x)`, where `g` is the
SCF map and `a` the mixing parameter. -/
def mix (a : ℝ) (g : ℝ → ℝ) (x : ℝ) : ℝ := (1 - a) * x + a * g x

/-- The slope `1 - a + a s` of the mixed map at a point where the SCF map has slope `s`. -/
def mixSlope (a s : ℝ) : ℝ := 1 - a + a * s

/-- If the SCF map has derivative `s` at `x` within a set, the mixed map has derivative
`mixSlope a s` there. -/
theorem mix_hasDerivWithinAt {g : ℝ → ℝ} {s x : ℝ} {S : Set ℝ} (a : ℝ)
    (h : HasDerivWithinAt g s S x) :
    HasDerivWithinAt (mix a g) (mixSlope a s) S x := by
  have h1 : HasDerivWithinAt (fun y => (1 - a) * y + a * g y)
      ((1 - a) * 1 + a * s) S x :=
    ((hasDerivWithinAt_id x S).const_mul (1 - a)).fun_add (h.const_mul a)
  have e : (1 - a) * 1 + a * s = mixSlope a s := by
    unfold mixSlope
    ring
  rw [e] at h1
  exact h1
```

## Two self-consistent solutions with slope below 1

A slope $s<1$ means that sufficiently small positive mixing makes the solution linearly stable: $|1-a(1-s)|<1$ holds for $0<a<2/(1-s)$.

By hand, choose $m$ between $p$ and $q$. As $x$ approaches $p$ from the right, $(g(x)-p)/(x-p)$ tends to $g'(p)<1$, so some $u$ in $(p,m)$ has quotient below 1. Multiplying by $u-p>0$ gives $g(u)<u$. Likewise some $v$ in $(m,q)$ has $(g(v)-q)/(v-q)<1$. Here $v-q<0$, so multiplication reverses the inequality and gives $g(v)>v$.

These are the `obtain` blocks for `u` and `v` in `exists_intermediate_solution`, where `hp` and `hq` turn the difference quotients into the ones above, and `hp'` and `hq'` bound their limits.

Both conditions matter. The constant map $g(x)=q$ has slope 0 everywhere but does not fix $p$, and it has no fixed point between $p$ and $q$. Nor may the slope at an end equal 1: $x+x^2(1-x)$ fixes only 0 and 1, with slopes 1 and 0, and $x-x(1-x)^2$ does the same with the slopes exchanged.

## A response without jumps or corners

Differentiability means that the output responds smoothly to the input, with no jump such as a sudden change of occupation could cause. The derivation uses it first through continuity. Set $d(x)=g(x)-x$, so that $d(u)<0<d(v)$. The points of $[u,v]$ with $d\ge0$ form a nonempty compact set; let $z$ be its least element. By the intermediate value theorem, $d(w)=0$ for some $w$ in $[u,z]$. This $w$ belongs to the set, so $w\ge z$, hence $w=z$ and $g(z)=z$. Since $d$ is nonzero at $u$ and $v$, $z$ lies strictly between them, and $g(x)<x$ for $u\le x<z$.

The lemma `exists_first_crossing` carries out this argument, with `hK.exists_isLeast` supplying $z$ and `intermediate_value_Icc` supplying $w$.

```lean
/-- If a continuous SCF map lies below the identity at `u` and above it at a later point `v`,
there is a fixed point between them such that the map stays below the identity
from `u` up to that point. -/
theorem exists_first_crossing {g : ℝ → ℝ} {u v : ℝ} (huv : u < v)
    (hc : ContinuousOn g (Icc u v)) (hu : g u < u) (hv : v < g v) :
    ∃ z ∈ Ioo u v, g z = z ∧ ∀ x ∈ Ico u z, g x < x := by
  have hd : ContinuousOn (fun x => g x - x) (Icc u v) := hc.sub continuousOn_id
  have hcl : IsClosed (Icc u v ∩ (fun x => g x - x) ⁻¹' Ici 0) :=
    hd.preimage_isClosed_of_isClosed isClosed_Icc isClosed_Ici
  have hK : IsCompact (Icc u v ∩ (fun x => g x - x) ⁻¹' Ici 0) :=
    isCompact_Icc.of_isClosed_subset hcl inter_subset_left
  have hne : (Icc u v ∩ (fun x => g x - x) ⁻¹' Ici 0).Nonempty :=
    ⟨v, ⟨huv.le, le_rfl⟩, sub_nonneg.2 hv.le⟩
  -- z is the first point where the output is at least the input
  obtain ⟨z, ⟨hz, hz0⟩, hmin⟩ := hK.exists_isLeast hne
  have hz0' : 0 ≤ g z - z := hz0
  have hsub : Icc u z ⊆ Icc u v := Icc_subset_Icc_right hz.2
  obtain ⟨w, hw, hw0⟩ := intermediate_value_Icc hz.1 (hd.mono hsub)
    (show (0 : ℝ) ∈ Icc (g u - u) (g z - z) from ⟨by linarith, hz0'⟩)
  have hw0' : g w - w = 0 := hw0
  have hzw : z ≤ w := hmin ⟨hsub hw, hw0'.ge⟩
  have hwz : w = z := le_antisymm hw.2 hzw
  rw [hwz] at hw0'
  have hfix : g z = z := by linarith
  refine ⟨z, ⟨lt_of_le_of_ne hz.1 ?_, lt_of_le_of_ne hz.2 ?_⟩, hfix, ?_⟩
  · intro h
    rw [← h] at hfix
    linarith
  · intro h
    rw [h] at hfix
    linarith
  · intro x hx
    by_contra hcon
    have hxz : z ≤ x :=
      hmin ⟨⟨hx.1, hx.2.le.trans hz.2⟩, sub_nonneg.2 (not_lt.1 hcon)⟩
    exact absurd hx.2 (not_lt.2 hxz)
```

The second use is at $z$ itself. For $u<x<z$ we have $g(x)-z<x-z<0$, and division by the negative number $x-z$ gives

$$\frac{g(x)-g(z)}{x-z}>1 .$$

Letting $x$ approach $z$ from the left yields $g'(z)\ge1$. In the main proof this is `hslope`, where `ge_of_tendsto` passes the inequality to the limit.

The hypothesis `hg` says that `g' x` is the derivative of `g` within `Icc p q`, the closed interval, so it is one-sided at the ends; `g'` need not be continuous. The conclusion places `z` in the open interval `Ioo p q`, where the derivative of the mixed map is an ordinary two-sided one.

```lean
/-- Between two fixed points `p < q` of an SCF map differentiable on `[p, q]`, both with slope
below 1, lies a further fixed point `z` with slope at least 1. Every mixing with `a > 0`
also has slope at least 1 at `z`. -/
theorem exists_intermediate_solution {g g' : ℝ → ℝ} {p q : ℝ} (hpq : p < q)
    (hg : ∀ x ∈ Icc p q, HasDerivWithinAt g (g' x) (Icc p q) x)
    (hp : g p = p) (hq : g q = q) (hp' : g' p < 1) (hq' : g' q < 1) :
    ∃ z ∈ Ioo p q, g z = z ∧ 1 ≤ g' z ∧
      ∀ a : ℝ, 0 < a →
        HasDerivAt (mix a g) (mixSlope a (g' z)) z ∧ 1 ≤ mixSlope a (g' z) := by
  obtain ⟨m, hpm, hmq⟩ := exists_between hpq
  -- at some point u between p and m the map lies below the identity
  obtain ⟨u, hu, hgu⟩ : ∃ u ∈ Ioo p m, g u < u := by
    have h1 := (hg p ⟨le_rfl, hpq.le⟩).mono
      (fun x (hx : x ∈ Ioo p m) => (⟨hx.1.le, (hx.2.trans hmq).le⟩ : x ∈ Icc p q))
    rw [hasDerivWithinAt_iff_tendsto_slope' (fun h => lt_irrefl _ h.1)] at h1
    have := left_nhdsWithin_Ioo_neBot hpm
    obtain ⟨u, hs, hu⟩ := ((h1.eventually_lt_const hp').and self_mem_nhdsWithin).exists
    rw [slope_def_field, hp, div_lt_one (sub_pos.2 hu.1)] at hs
    exact ⟨u, hu, by linarith⟩
  -- at some point v between m and q it lies above the identity
  obtain ⟨v, hv, hgv⟩ : ∃ v ∈ Ioo m q, v < g v := by
    have h1 := (hg q ⟨hpq.le, le_rfl⟩).mono
      (fun x (hx : x ∈ Ioo m q) => (⟨(hpm.trans hx.1).le, hx.2.le⟩ : x ∈ Icc p q))
    rw [hasDerivWithinAt_iff_tendsto_slope' (fun h => lt_irrefl _ h.2)] at h1
    have := right_nhdsWithin_Ioo_neBot hmq
    obtain ⟨v, hs, hv⟩ := ((h1.eventually_lt_const hq').and self_mem_nhdsWithin).exists
    rw [slope_def_field, hq, div_lt_one_of_neg (sub_neg.2 hv.2)] at hs
    exact ⟨v, hv, by linarith⟩
  have hsub : Icc u v ⊆ Icc p q := Icc_subset_Icc hu.1.le hv.2.le
  have hc : ContinuousOn g (Icc u v) :=
    fun x hx => ((hg x (hsub hx)).continuousWithinAt).mono hsub
  obtain ⟨z, hz, hfix, hbelow⟩ :=
    exists_first_crossing (hu.2.trans hv.1) hc hgu hgv
  have hzpq : z ∈ Ioo p q := ⟨hu.1.trans hz.1, hz.2.trans hv.2⟩
  -- difference quotients from the left are at least 1
  have hslope : 1 ≤ g' z := by
    have h1 := (hg z ⟨hzpq.1.le, hzpq.2.le⟩).mono
      (fun x (hx : x ∈ Ioo u z) =>
        (⟨(hu.1.trans hx.1).le, (hx.2.trans hzpq.2).le⟩ : x ∈ Icc p q))
    rw [hasDerivWithinAt_iff_tendsto_slope' (fun h => lt_irrefl _ h.2)] at h1
    have := right_nhdsWithin_Ioo_neBot hz.1
    refine ge_of_tendsto h1 ?_
    filter_upwards [self_mem_nhdsWithin] with x hx
    rw [slope_def_field, hfix, one_le_div_of_neg (sub_neg.2 hx.2)]
    linarith [hbelow x ⟨hx.1.le, hx.2⟩]
  refine ⟨z, hzpq, hfix, hslope, fun a ha => ⟨?_, ?_⟩⟩
  · exact (mix_hasDerivWithinAt a (hg z ⟨hzpq.1.le, hzpq.2.le⟩)).hasDerivAt
      (Icc_mem_nhds hzpq.1 hzpq.2)
  · unfold mixSlope
    nlinarith [mul_nonneg ha.le (sub_nonneg.2 hslope)]
```

Continuity is needed: a map equal to 0 for $x<1/2$ and to 1 for $x\ge1/2$ has slope 0 at its fixed points 0 and 1, and no others.

## A positive mixing parameter

Positive $a$ means a step from the input towards the output. The mixed slope at $z$ is

$$1-a+a\,g'(z)=1+a\,(g'(z)-1)\ge 1,$$

which is the last line of the main proof. With negative $a$ this can fail: $g'(z)=2$ and $a=-1/2$ give slope $1/2$.

Such a choice loses the end solutions, however. If $s<1$ and $a\le0$, then $1+a(s-1)\ge1$, so stability at a solution with slope $s$ already forces $a>0$. Taking $s=g'(p)$ and $t=g'(z)$ in `no_common_mixing` shows that any real $a$ which makes $p$ linearly stable leaves slope at least 1 at $z$.

```lean
/-- Let the SCF map have slope `s < 1` at one solution and `t ≥ 1` at another. Any real mixing
parameter, of either sign, that brings the slope at the first below 1 in magnitude leaves a
slope of at least 1 at the second. -/
theorem no_common_mixing {s t a : ℝ} (hs : s < 1) (ht : 1 ≤ t)
    (h : |mixSlope a s| < 1) : 1 ≤ mixSlope a t := by
  have h1 := (abs_lt.1 h).2
  unfold mixSlope at h1 ⊢
  -- stability at the first solution forces a > 0
  have ha : 0 < a := by
    by_contra hcon
    nlinarith [mul_nonneg (neg_nonneg.2 (not_lt.1 hcon)) (sub_nonneg.2 hs.le)]
  nlinarith [mul_nonneg ha.le (sub_nonneg.2 ht)]
```

## Slope strictly above 1

A slope at $z$ greater than 1 turns the linear statement into one about actual iterations. Let $x_{n+1}=(1-a)x_n+a\,g(x_n)$ with $a>0$, and suppose $x_n\to z$ with no $x_n$ equal to $z$. The ratio $(x_{n+1}-z)/(x_n-z)$ tends to the mixed slope, which exceeds 1. From some step $N$ on, the error $|x_n-z|$ therefore never decreases (`hstep`), so it stays at or above $|x_N-z|>0$ (`hgrow`) and cannot tend to 0. Convergence thus requires an iterate that equals $z$ exactly.

```lean
/-- At a fixed point `z` where the SCF map has slope greater than 1, an iteration with mixing
parameter `a > 0` can converge to `z` only if some iterate equals `z` exactly. -/
theorem converges_only_by_hitting {g : ℝ → ℝ} {s z a : ℝ} (hg : HasDerivAt g s z)
    (hz : g z = z) (hs : 1 < s) (ha : 0 < a) {x : ℕ → ℝ}
    (hrec : ∀ n, x (n + 1) = mix a g (x n)) (hx : Tendsto x atTop (𝓝 z)) :
    ∃ n, x n = z := by
  by_contra hcon
  have hne : ∀ n, x n ≠ z := fun n h => hcon ⟨n, h⟩
  have hfix : mix a g z = z := by
    unfold mix
    rw [hz]
    ring
  have hm : HasDerivAt (mix a g) (mixSlope a s) z :=
    (mix_hasDerivWithinAt a (hg.hasDerivWithinAt (s := univ))).hasDerivAt univ_mem
  have hgt : 1 < mixSlope a s := by
    unfold mixSlope
    nlinarith [mul_pos ha (sub_pos.2 hs)]
  have hx' : Tendsto x atTop (𝓝[≠] z) :=
    tendsto_nhdsWithin_iff.2 ⟨hx, Eventually.of_forall hne⟩
  obtain ⟨N, hN⟩ := eventually_atTop.1
    (hx'.eventually ((hasDerivAt_iff_tendsto_slope.1 hm).eventually_const_lt hgt))
  -- from step N on, the error never decreases
  have hstep : ∀ n, N ≤ n → |x n - z| ≤ |x (n + 1) - z| := by
    intro n hn
    have h1 := hN n hn
    rw [slope_def_field, hfix, ← hrec n] at h1
    have h2 := h1.le.trans (le_abs_self _)
    rwa [abs_div, one_le_div (abs_pos.2 (sub_ne_zero.2 (hne n)))] at h2
  have hgrow : ∀ n, N ≤ n → |x N - z| ≤ |x n - z| := by
    intro n hn
    induction n, hn using Nat.le_induction with
    | base => exact le_rfl
    | succ n hn ih => exact ih.trans (hstep n hn)
  have hl : Tendsto (fun n => |x n - z|) atTop (𝓝 0) := by
    simpa using (hx.sub_const z).abs
  have h0 : |x N - z| ≤ 0 := ge_of_tendsto hl (eventually_atTop.2 ⟨N, hgrow⟩)
  exact absurd (abs_pos.2 (sub_ne_zero.2 (hne N))) (not_lt.2 h0)
```

Slope 1 is not enough for this conclusion. With $g(x)=x-x^3$, $a=1$ and $x_0=1/2$, the iterates decrease to 0 without reaching it.

## The limiting case of slope exactly 1

For $g(x)=x+x^3-x^5$, the equation $g(x)=x$ reads $x^3(x-1)(x+1)=0$, so the fixed points are $-1$, 0 and 1. The derivative $1+3x^2-5x^4$ takes the values $-1$, 1 and $-1$ there. With $p=-1$ and $q=1$ the only intermediate solution has slope exactly 1, so the bound in the main theorem cannot be raised. The proof factors the equation and evaluates the derivative at the three points.

```lean
/-- The map `x + x³ - x⁵` has exactly the fixed points -1, 0 and 1, with slopes -1, 1 and -1. -/
theorem slope_one_is_attained :
    (∀ x : ℝ, x + x ^ 3 - x ^ 5 = x ↔ x = -1 ∨ x = 0 ∨ x = 1) ∧
    HasDerivAt (fun x : ℝ => x + x ^ 3 - x ^ 5) (-1) (-1) ∧
    HasDerivAt (fun x : ℝ => x + x ^ 3 - x ^ 5) 1 0 ∧
    HasDerivAt (fun x : ℝ => x + x ^ 3 - x ^ 5) (-1) 1 := by
  have hd : ∀ x : ℝ, HasDerivAt (fun x : ℝ => x + x ^ 3 - x ^ 5)
      (1 + 3 * x ^ 2 - 5 * x ^ 4) x := by
    intro x
    have h := ((hasDerivAt_id' x).fun_add (hasDerivAt_pow 3 x)).fun_sub (hasDerivAt_pow 5 x)
    exact h.congr_deriv (by norm_num)
  refine ⟨fun x => ⟨fun h => ?_, ?_⟩, (hd (-1)).congr_deriv (by norm_num),
    (hd 0).congr_deriv (by norm_num), (hd 1).congr_deriv (by norm_num)⟩
  · have h1 : x ^ 3 * ((x - 1) * (x + 1)) = 0 := by linear_combination -h
    rcases mul_eq_zero.1 h1 with h2 | h2
    · exact Or.inr (Or.inl (pow_eq_zero_iff (by norm_num) |>.1 h2))
    · rcases mul_eq_zero.1 h2 with h3 | h3
      · exact Or.inr (Or.inr (by linarith))
      · exact Or.inl (by linarith)
  · rintro (h | h | h) <;> rw [h] <;> norm_num

end

end ScfIntermediateSolution
```

```lean
#print axioms ScfIntermediateSolution.exists_intermediate_solution
#print axioms ScfIntermediateSolution.no_common_mixing
#print axioms ScfIntermediateSolution.converges_only_by_hitting
#print axioms ScfIntermediateSolution.slope_one_is_attained
```

```
'ScfIntermediateSolution.exists_intermediate_solution' depends on axioms: [propext, Classical.choice, Quot.sound]
'ScfIntermediateSolution.no_common_mixing' depends on axioms: [propext, Classical.choice, Quot.sound]
'ScfIntermediateSolution.converges_only_by_hitting' depends on axioms: [propext, Classical.choice, Quot.sound]
'ScfIntermediateSolution.slope_one_is_attained' depends on axioms: [propext, Classical.choice, Quot.sound]
```
